# Two symmetries that fail to commute on an energy eigenvector make its level degenerate

Let \(H\), \(A\) and \(B\) be complex square matrices of the same finite size, with \(A\) and \(B\) commuting with \(H\). If \(Hv=Ev\) and \([A,B]v\neq 0\), the eigenspace of \(H\) at \(E\) has dimension at least 2. On a ring of sites, reflection symmetry gives an explicit partner: a joint eigenvector of \(H\) and the one-site shift, with shift eigenvalue other than \(\pm1\), is orthogonal to its mirror image, which has the same energy. For a non-interacting electron on a finite ring of equivalent, equally coupled sites, as in the Hückel model of benzene, this is the pairing of orbitals with opposite crystal momentum.

## Symmetries act within a level

The basis states are labelled by a finite type `n`, and a state is a function `n → ℂ`.

```lean
import Mathlib

open Matrix
open scoped ComplexOrder

namespace SymmetryDegeneracy

noncomputable section

variable {n : Type*} [Fintype n] [DecidableEq n]
```

The level at \(E\) is the subspace \(\{v : Hv=Ev\}\), including the zero vector. \(H\) need not be Hermitian, so \(E\) may be complex; the dimension counted is that of the eigenspace.

```lean
/-- The energy level of `H` at `E`: all vectors `v` with `H v = E v`. -/
def level (H : Matrix n n ℂ) (E : ℂ) : Submodule ℂ (n → ℂ) :=
  Module.End.eigenspace (Matrix.toLin' H) E
```

Membership in `level H E` is the eigenvalue equation, with `*ᵥ` for a matrix acting on a vector and `•` for multiplication by a number.

```lean
/-- A vector lies in the level at `E` exactly when it solves `H v = E v`. -/
theorem mem_level {H : Matrix n n ℂ} {E : ℂ} {v : n → ℂ} :
    v ∈ level H E ↔ H *ᵥ v = E • v := by
  rw [level, Module.End.mem_eigenspace_iff, Matrix.toLin'_apply]
```

If \(AH=HA\) and \(Hv=Ev\), then
\[
H(Av)=A(Hv)=A(Ev)=E\,(Av),
\]
so \(Av\) lies in the same level. The rewriting in the proof follows this chain. `Commute A H` means \(AH=HA\) and is all that "symmetry" means here: \(A\) need be neither unitary nor Hermitian.

```lean
/-- A matrix that commutes with the Hamiltonian maps each energy level into itself. -/
theorem symmetry_preserves_level {H A : Matrix n n ℂ} {E : ℂ} {v : n → ℂ}
    (hA : Commute A H) (hv : v ∈ level H E) : A *ᵥ v ∈ level H E := by
  rw [mem_level] at *
  rw [Matrix.mulVec_mulVec, ← hA.eq, ← Matrix.mulVec_mulVec, hv, Matrix.mulVec_smul]
```

Next comes a test for degeneracy. Let \(v\neq0\) and \(w\) lie in one level, with \(w\) not a multiple of \(v\). If the dimension were at most 1, a single vector \(u\) would generate the level, so \(v=au\) and \(w=bu\). Since \(v\neq0\), also \(a\neq0\), and \(w=(b/a)v\), a contradiction. In Lean the dimension is `Module.finrank`, and `finrank_le_one_iff` supplies \(u\).

```lean
/-- A level containing a nonzero vector and a second vector not proportional to it
has dimension at least two. -/
theorem two_le_of_not_proportional {H : Matrix n n ℂ} {E : ℂ} {v w : n → ℂ}
    (hv : v ∈ level H E) (hw : w ∈ level H E) (hv0 : v ≠ 0) (hvw : ∀ c : ℂ, w ≠ c • v) :
    2 ≤ Module.finrank ℂ (level H E) := by
  by_contra hlt
  have hle : Module.finrank ℂ (level H E) ≤ 1 := by omega
  obtain ⟨u, hu⟩ := finrank_le_one_iff.1 hle
  obtain ⟨a, ha⟩ := hu ⟨v, hv⟩
  obtain ⟨b, hb⟩ := hu ⟨w, hw⟩
  have ha' : a • (u : n → ℂ) = v := congrArg Subtype.val ha
  have hb' : b • (u : n → ℂ) = w := congrArg Subtype.val hb
  have ha0 : a ≠ 0 := by
    intro h
    apply hv0
    rw [← ha', h, zero_smul]
  apply hvw (b / a)
  rw [← hb', ← ha', smul_smul, div_mul_cancel₀ _ ha0]
```

## A nonzero commutator forces a second state

Suppose the level of \(v\) had dimension less than 2. The vector \(v\) is nonzero, because \([A,B]v\neq0\). Both \(Av\) and \(Bv\) lie in the level, so by the previous test \(Av=av\) and \(Bv=bv\) for some numbers \(a,b\). Then
\[
[A,B]v=A(bv)-B(av)=(ba-ab)v=0,
\]
which contradicts the hypothesis. The step `key` proves that every symmetry acts on \(v\) as a number, and is applied to \(A\) and to \(B\).

The hypothesis concerns the commutator on this particular eigenvector. Two symmetries may fail to commute as matrices and still commute on a given level, about which the theorem then says nothing.

```lean
/-- If two symmetries of `H` have a commutator that does not annihilate an energy
eigenvector, the level of that eigenvector is at least twofold degenerate. -/
theorem noncommuting_symmetries_degenerate {H A B : Matrix n n ℂ} {E : ℂ} {v : n → ℂ}
    (hA : Commute A H) (hB : Commute B H) (hv : H *ᵥ v = E • v)
    (hAB : (A * B - B * A) *ᵥ v ≠ 0) : 2 ≤ Module.finrank ℂ (level H E) := by
  by_contra hlt
  have hv0 : v ≠ 0 := by
    intro h
    apply hAB
    rw [h, Matrix.mulVec_zero]
  -- on a nondegenerate level every symmetry acts as a number
  have key : ∀ C : Matrix n n ℂ, Commute C H → ∃ c : ℂ, C *ᵥ v = c • v := by
    intro C hC
    by_contra hc
    exact hlt (two_le_of_not_proportional (mem_level.2 hv)
      (symmetry_preserves_level hC (mem_level.2 hv)) hv0 (fun c h => hc ⟨c, h⟩))
  obtain ⟨a, ha⟩ := key A hA
  obtain ⟨b, hb⟩ := key B hB
  apply hAB
  rw [Matrix.sub_mulVec, ← Matrix.mulVec_mulVec, ← Matrix.mulVec_mulVec, hb, ha,
    Matrix.mulVec_smul, Matrix.mulVec_smul, ha, hb, smul_comm b a v, sub_self]
```

## Shift, reflection and hopping on a ring

The sites of a ring of \(N\) sites are the integers modulo \(N\), written `ZMod N`. The shift \(T\) has entries \(T_{xy}=1\) if \(y=x+1\) and 0 otherwise.

```lean
/-- The shift by one site on a ring of `N` sites. -/
def shift (N : ℕ) : Matrix (ZMod N) (ZMod N) ℂ :=
  Matrix.of fun x y => if y = x + 1 then 1 else 0
```

The reflection \(R\) fixes site 0 and exchanges \(x\) with \(-x\).

```lean
/-- The reflection `x ↦ -x` on a ring of `N` sites. -/
def reflection (N : ℕ) : Matrix (ZMod N) (ZMod N) ℂ :=
  Matrix.of fun x y => if y = -x then 1 else 0
```

The example Hamiltonian, used below for \(N\ge3\), has zero on-site energy and hopping amplitude \(+1\) to each neighbour. Energies are thus given in units of the hopping amplitude. Where that amplitude is negative, as in the Hückel model, the actual energies come in the reverse order.

```lean
/-- Hopping on the ring: unit amplitudes for the steps from `x` to `x + 1` and to `x - 1`, added
together when these two sites coincide. -/
def hopping (N : ℕ) : Matrix (ZMod N) (ZMod N) ℂ :=
  Matrix.of fun x y => (if y = x + 1 then 1 else 0) + (if y = x - 1 then 1 else 0)
```

Its test state is the plane wave \(\varphi(x)=e^{2\pi i x/N}\), whose wavelength is the length of the ring. The code leaves it unnormalised, with squared norm \(N\); the normalised state is \(\varphi/\sqrt N\).

```lean
/-- The plane wave `exp (2πi x / N)` on the ring. -/
def planeWave (N : ℕ) [NeZero N] : ZMod N → ℂ := fun x => ZMod.stdAddChar x
```

Carrying out the matrix sum for \(T\) leaves one term, \((T\psi)(x)=\psi(x+1)\).

```lean
/-- The shifted wave function at `x` is the original one at `x + 1`. -/
theorem shift_apply {N : ℕ} [NeZero N] (ψ : ZMod N → ℂ) (x : ZMod N) :
    (shift N *ᵥ ψ) x = ψ (x + 1) := by
  simp [shift, Matrix.mulVec, dotProduct]
```

In the same way, \((R\psi)(x)=\psi(-x)\).

```lean
/-- The reflected wave function at `x` is the original one at `-x`. -/
theorem reflection_apply {N : ℕ} [NeZero N] (ψ : ZMod N → ℂ) (x : ZMod N) :
    (reflection N *ᵥ ψ) x = ψ (-x) := by
  simp [reflection, Matrix.mulVec, dotProduct]
```

Write \(\langle u,w\rangle=\sum_x \overline{u(x)}\,w(x)\), which is `star u ⬝ᵥ w` in the code. Relabelling the sites gives
\[
\langle Tu,Tw\rangle=\sum_x\overline{u(x+1)}\,w(x+1)=\langle u,w\rangle .
\]

```lean
/-- The shift preserves inner products of wave functions on the ring. -/
theorem shift_inner {N : ℕ} [NeZero N] (u w : ZMod N → ℂ) :
    star (shift N *ᵥ u) ⬝ᵥ (shift N *ᵥ w) = star u ⬝ᵥ w := by
  simp only [dotProduct, Pi.star_apply, shift_apply]
  exact Equiv.sum_comp (Equiv.addRight (1 : ZMod N)) (fun x => star (u x) * w x)
```

## The mirror image is an orthogonal partner

Now let \(H\) be any matrix on the ring that commutes with \(R\), and let \(v\neq0\) satisfy \(Hv=Ev\) and \(Tv=\mu v\) with \(\mu\neq\pm1\). Commutation of \(H\) with \(T\) is not assumed, since the joint eigenvector is given.

1. The shift preserves inner products, so \(\bar\mu\mu\langle v,v\rangle=\langle v,v\rangle\), and hence \(\bar\mu\mu=1\) (`hmod`).
2. \(Rv\neq0\), because reflecting twice returns \(v\) (`hR0`). It has energy \(E\), because \(R\) is a symmetry (`hmem`).
3. Evaluating \(Tv=\mu v\) at \(-(x+1)\) gives \(v(-x)=\mu\,v(-(x+1))\). Multiplying by \(\bar\mu\),
\[
(TRv)(x)=v(-(x+1))=\bar\mu\,v(-x)=\bar\mu\,(Rv)(x),
\]
so \(Rv\) has shift eigenvalue \(\bar\mu\) (`hTR`).
4. Therefore \(\langle v,Rv\rangle=\langle Tv,TRv\rangle=\bar\mu^2\langle v,Rv\rangle\). Multiplying by \(\mu^2\) gives \((\mu-1)(\mu+1)\langle v,Rv\rangle=0\). Neither factor in \(\mu\) vanishes, so \(\langle v,Rv\rangle=0\) (`horth`).
5. If \(Rv=cv\), then \(0=\langle v,Rv\rangle=c\langle v,v\rangle\), so \(c=0\) and \(Rv=0\), contradicting step 2. The degeneracy test now gives dimension at least 2.

The theorem states all five conclusions: \(Rv\) is nonzero, has energy \(E\), has shift eigenvalue \(\bar\mu\) and is orthogonal to \(v\), and the level is degenerate.

```lean
/-- For a reflection-symmetric `H` on the ring, a joint eigenvector of `H` and the shift with
shift eigenvalue `μ ≠ ±1` has a nonzero orthogonal mirror image of the same energy and
shift eigenvalue `star μ`, and its level is at least twofold degenerate. -/
theorem reflected_partner {N : ℕ} [NeZero N] {H : Matrix (ZMod N) (ZMod N) ℂ} {E μ : ℂ}
    {v : ZMod N → ℂ} (hR : Commute (reflection N) H) (hv0 : v ≠ 0)
    (hv : H *ᵥ v = E • v) (hμ : shift N *ᵥ v = μ • v) (h1 : μ ≠ 1) (h2 : μ ≠ -1) :
    reflection N *ᵥ v ≠ 0 ∧
    H *ᵥ (reflection N *ᵥ v) = E • (reflection N *ᵥ v) ∧
    shift N *ᵥ (reflection N *ᵥ v) = star μ • (reflection N *ᵥ v) ∧
    star v ⬝ᵥ (reflection N *ᵥ v) = 0 ∧
    2 ≤ Module.finrank ℂ (level H E) := by
  have hvv : star v ⬝ᵥ v ≠ 0 := fun h => hv0 (dotProduct_star_self_eq_zero.1 h)
  -- the shift eigenvalue is a phase
  have hmod : star μ * μ = 1 := by
    have h := shift_inner v v
    rw [hμ, star_smul, smul_dotProduct, dotProduct_smul, smul_eq_mul, smul_eq_mul] at h
    exact mul_right_cancel₀ hvv (by linear_combination h)
  have hR0 : reflection N *ᵥ v ≠ 0 := by
    intro h
    apply hv0
    funext x
    have hx := congrFun h (-x)
    rw [reflection_apply, neg_neg] at hx
    exact hx
  have hmem := symmetry_preserves_level hR (mem_level.2 hv)
  -- the mirror image has the conjugate shift eigenvalue
  have hTR : shift N *ᵥ (reflection N *ᵥ v) = star μ • (reflection N *ᵥ v) := by
    funext x
    have hx := congrFun hμ (-(x + 1))
    rw [shift_apply, show -(x + 1) + 1 = -x by ring] at hx
    simp only [Pi.smul_apply, smul_eq_mul] at hx
    simp only [shift_apply, reflection_apply, Pi.smul_apply, smul_eq_mul]
    linear_combination (-star μ) * hx - v (-(x + 1)) * hmod
  have horth : star v ⬝ᵥ (reflection N *ᵥ v) = 0 := by
    have h := shift_inner v (reflection N *ᵥ v)
    rw [hμ, hTR, star_smul, smul_dotProduct, dotProduct_smul, smul_eq_mul, smul_eq_mul] at h
    have hne : (μ - 1) * (μ + 1) ≠ 0 :=
      mul_ne_zero (sub_ne_zero.2 h1) (fun h0 => h2 (eq_neg_of_add_eq_zero_left h0))
    refine (mul_eq_zero.1 ?_).resolve_left hne
    linear_combination (-μ ^ 2) * h +
      (star v ⬝ᵥ (reflection N *ᵥ v)) * (star μ * μ + 1) * hmod
  refine ⟨hR0, mem_level.1 hmem, hTR, horth,
    two_le_of_not_proportional (mem_level.2 hv) hmem hv0 fun c hc => ?_⟩
  rw [hc, dotProduct_smul, smul_eq_mul] at horth
  have hc0 : c = 0 := (mul_eq_zero.1 horth).resolve_right hvv
  exact hR0 (by rw [hc, hc0, zero_smul])
```

## Nearest-neighbour hopping meets every hypothesis

Write \(K\) for the hopping matrix, so that \((K\psi)(x)=\psi(x+1)+\psi(x-1)\). Shifting before or after \(K\) gives \(\psi(x+2)+\psi(x)\) either way. Reflection only exchanges the two neighbours. So \(K\) commutes with \(T\) and with \(R\).

Since \(\varphi(x+y)=\varphi(x)\varphi(y)\),
\[
T\varphi=\varphi(1)\,\varphi,\qquad
K\varphi=\bigl(\varphi(1)+\varphi(-1)\bigr)\varphi=2\cos(2\pi/N)\,\varphi .
\]
For \(N\ge3\), \(2\) is not \(0\) modulo \(N\), so \(\varphi(1)^2=\varphi(2)\neq1\) and \(\varphi(1)\neq\pm1\). This is `hsq`, which rests on the fact that \(\varphi\) takes different values at different sites.

For the commutator, look at site 0, where \(([T,R]\varphi)(0)=\varphi(-1)-\varphi(1)\). If this vanished, \(\varphi(1)\varphi(-1)=1\) would give \(\varphi(1)^2=1\), which has just been excluded. The hypotheses of both degeneracy theorems thus hold for \(K\) and \(\varphi\), with \(A=T\) and \(B=R\) in the first.

```lean
/-- On a ring of at least three sites, hopping commutes with shift and reflection, and the plane
wave is a joint eigenvector with shift eigenvalue not `±1` on which the two do not commute. -/
theorem hopping_ring_witness {N : ℕ} [NeZero N] (hN : 3 ≤ N) :
    Commute (shift N) (hopping N) ∧ Commute (reflection N) (hopping N) ∧
    hopping N *ᵥ planeWave N = (planeWave N 1 + planeWave N (-1)) • planeWave N ∧
    shift N *ᵥ planeWave N = planeWave N 1 • planeWave N ∧
    planeWave N 1 ≠ 1 ∧ planeWave N 1 ≠ -1 ∧
    (shift N * reflection N - reflection N * shift N) *ᵥ planeWave N ≠ 0 := by
  have hH : ∀ (ψ : ZMod N → ℂ) (x : ZMod N),
      (hopping N *ᵥ ψ) x = ψ (x + 1) + ψ (x - 1) := by
    intro ψ x
    simp [hopping, Matrix.mulVec, dotProduct, add_mul, Finset.sum_add_distrib]
  have hext : ∀ A B : Matrix (ZMod N) (ZMod N) ℂ,
      (∀ ψ x, (A *ᵥ ψ) x = (B *ᵥ ψ) x) → A = B := fun A B h =>
    Matrix.toLin'.injective (LinearMap.ext fun ψ => funext fun x => by
      simpa only [Matrix.toLin'_apply] using h ψ x)
  have hT : shift N * hopping N = hopping N * shift N := by
    apply hext
    intro ψ x
    rw [← Matrix.mulVec_mulVec, ← Matrix.mulVec_mulVec]
    simp only [shift_apply, hH]
    rw [add_sub_cancel_right, sub_add_cancel]
  have hR : reflection N * hopping N = hopping N * reflection N := by
    apply hext
    intro ψ x
    rw [← Matrix.mulVec_mulVec, ← Matrix.mulVec_mulVec]
    simp only [reflection_apply, hH]
    rw [show -(x + 1) = -x - 1 by ring, show -(x - 1) = -x + 1 by ring]
    exact add_comm _ _
  have hadd : ∀ x y, planeWave N (x + y) = planeWave N x * planeWave N y :=
    fun x y => AddChar.map_add_eq_mul _ x y
  have hzero : planeWave N 0 = 1 := AddChar.map_zero_eq_one _
  -- two steps around the ring do not return to the start
  have hsq : planeWave N 1 * planeWave N 1 ≠ 1 := by
    intro h
    rw [← hadd, ← hzero] at h
    have h2 : (1 + 1 : ZMod N) = 0 := ZMod.injective_stdAddChar h
    have hd : N ∣ 2 := (CharP.cast_eq_zero_iff (ZMod N) N 2).1 (by
      push_cast
      linear_combination h2)
    have := Nat.le_of_dvd (by norm_num) hd
    omega
  refine ⟨hT, hR, ?_, ?_, ?_, ?_, ?_⟩
  · funext x
    simp only [hH, Pi.smul_apply, smul_eq_mul]
    rw [sub_eq_add_neg, hadd, hadd]
    ring
  · funext x
    simp only [shift_apply, Pi.smul_apply, smul_eq_mul]
    rw [hadd, mul_comm]
  · intro h
    exact hsq (by rw [h]; norm_num)
  · intro h
    exact hsq (by rw [h]; norm_num)
  · intro h
    have h0 := congrFun h 0
    rw [Matrix.sub_mulVec, ← Matrix.mulVec_mulVec, ← Matrix.mulVec_mulVec] at h0
    simp only [Pi.sub_apply, shift_apply, reflection_apply, Pi.zero_apply, zero_add,
      neg_zero] at h0
    have hneg : planeWave N 1 * planeWave N (-1) = 1 := by
      rw [← hadd, add_neg_cancel, hzero]
    exact hsq (by linear_combination hneg - planeWave N 1 * h0)
```

Three sites is the smallest ring on which such a partner can occur: for \(N=1\) or \(2\), \(T^2=1\) and every shift eigenvalue is \(\pm1\). At \(N=3\), put \(\omega=e^{2\pi i/3}\). The normalised states are
\[
\tfrac1{\sqrt3}(1,\omega,\omega^2),\qquad \tfrac1{\sqrt3}(1,\omega^2,\omega),
\]
with shift eigenvalues \(\omega\) and \(\omega^2=\bar\omega\). Both have energy \(\omega+\omega^2=-1\), and their inner product is \(\tfrac13(1+\omega+\omega^2)=0\). The constant state has energy 2, so the spectrum is \(2,-1,-1\).

## One symmetry does not force degeneracy

Take \(H=\mathrm{diag}(0,1)\) and \(A=\mathrm{diag}(1,-1)\). Diagonal matrices commute, and \(A\) is not a multiple of the identity, since its diagonal entries differ. Number the components of \(w\) as 0 and 1, as Lean does. Then \(Hw=0\) forces \(w_1=0\), and \(Hw=w\) forces \(w_0=0\). The two levels are the lines through \((1,0)\) and \((0,1)\), each of dimension 1. Lean proves this with `finrank_eq_one`, which asks for a nonzero vector of which every other vector in the level is a multiple.

Here \(A=1-2H\), so this symmetry is a function of the Hamiltonian and cannot tell apart states of equal energy.

```lean
/-- The Hamiltonian `diag(0,1)` commutes with `diag(1,-1)`, which is not a multiple of the
identity, and yet its levels at `0` and `1` are both one-dimensional. -/
theorem one_symmetry_insufficient :
    Commute !![(1 : ℂ), 0; 0, -1] !![(0 : ℂ), 0; 0, 1] ∧
    (∀ c : ℂ, !![(1 : ℂ), 0; 0, -1] ≠ c • (1 : Matrix (Fin 2) (Fin 2) ℂ)) ∧
    Module.finrank ℂ (level !![(0 : ℂ), 0; 0, 1] 0) = 1 ∧
    Module.finrank ℂ (level !![(0 : ℂ), 0; 0, 1] 1) = 1 := by
  refine ⟨?_, ?_, ?_, ?_⟩
  · show !![(1 : ℂ), 0; 0, -1] * !![(0 : ℂ), 0; 0, 1] =
      !![(0 : ℂ), 0; 0, 1] * !![(1 : ℂ), 0; 0, -1]
    ext i j
    fin_cases i <;> fin_cases j <;> simp [Matrix.mul_apply, Fin.sum_univ_succ]
  · intro c h
    have h0 : (1 : ℂ) = c := by simpa using congrFun (congrFun h 0) 0
    have h1 : (-1 : ℂ) = c := by simpa using congrFun (congrFun h 1) 1
    have h2 : (1 : ℂ) = -1 := h0.trans h1.symm
    norm_num at h2
  · have hm : ![(1 : ℂ), 0] ∈ level !![(0 : ℂ), 0; 0, 1] 0 := by
      rw [mem_level]
      ext i
      fin_cases i <;> simp [Matrix.mulVec, dotProduct, Fin.sum_univ_succ]
    refine finrank_eq_one (⟨_, hm⟩ : level !![(0 : ℂ), 0; 0, 1] 0) ?_ ?_
    · intro h
      have h0 := congrFun (congrArg Subtype.val h) 0
      simp at h0
    · rintro ⟨w, hw⟩
      have h1 : w 1 = 0 := by
        simpa [Matrix.mulVec, dotProduct, Fin.sum_univ_succ] using congrFun (mem_level.1 hw) 1
      refine ⟨w 0, Subtype.ext (funext fun i => ?_)⟩
      fin_cases i <;> simp [h1]
  · have hm : ![(0 : ℂ), 1] ∈ level !![(0 : ℂ), 0; 0, 1] 1 := by
      rw [mem_level]
      ext i
      fin_cases i <;> simp [Matrix.mulVec, dotProduct, Fin.sum_univ_succ]
    refine finrank_eq_one (⟨_, hm⟩ : level !![(0 : ℂ), 0; 0, 1] 1) ?_ ?_
    · intro h
      have h0 := congrFun (congrArg Subtype.val h) 1
      simp at h0
    · rintro ⟨w, hw⟩
      have h1 : (0 : ℂ) = w 0 := by
        simpa [Matrix.mulVec, dotProduct, Fin.sum_univ_succ] using congrFun (mem_level.1 hw) 0
      refine ⟨w 1, Subtype.ext (funext fun i => ?_)⟩
      fin_cases i <;> simp [h1.symm]

end

end SymmetryDegeneracy
```

```lean
#print axioms SymmetryDegeneracy.noncommuting_symmetries_degenerate
-- 'SymmetryDegeneracy.noncommuting_symmetries_degenerate' depends on axioms: [propext, Classical.choice, Quot.sound]
#print axioms SymmetryDegeneracy.reflected_partner
-- 'SymmetryDegeneracy.reflected_partner' depends on axioms: [propext, Classical.choice, Quot.sound]
#print axioms SymmetryDegeneracy.one_symmetry_insufficient
-- 'SymmetryDegeneracy.one_symmetry_insufficient' depends on axioms: [propext, Classical.choice, Quot.sound]
```
